# For c in [0,1], the hole-particle purification map is at least as steep at c as the canonical map

## Which map is steeper at c?

Let x be an occupation number, an eigenvalue of a trial one-particle density matrix, and let c be a real parameter held fixed during one purification step. The hole-particle map is

H(x) = x + 2x(1−x)(x−c),

and the canonical map is

C(x) = [(1−2c)x + (1+c)x² − x³]/(1−c) for c < 1/2,
C(x) = [(1+c)x² − x³]/c for c ≥ 1/2.

Both leave c in place. For c in [0,1], I believe that the slopes there are H′(c) = 1 + 2c(1−c) and C′(c) = 1 + min(c, 1−c), and that the first is at least the second, with equality only at c = 0, 1/2 and 1. Can this be made rigorous and machine-checked, and does the larger slope cost anything?

## One gain parameter controls slope and range

Yes, and it does have a cost. Write both maps as

P(x) = x + g x(1−x)(x−c).

The hole-particle map has gain g = 2. Since

(1−c)x + x(1−x)(x−c) = (1−2c)x + (1+c)x² − x³,
cx + x(1−x)(x−c) = (1+c)x² − x³,

the canonical map has g = 1/M, where M = max(c, 1−c).

**Slopes.** At x = c, only the derivative of the factor x−c survives in the cubic term, so P′(c) = 1 + g c(1−c). With m = min(c, 1−c) we have c(1−c) = mM, which gives C′(c) = 1 + m. As M = 1−m,

H′(c) − C′(c) = 2m(1−m) − m = m(1−2m) ≥ 0,

because 0 ≤ m ≤ 1/2. This vanishes only for m = 0 or m = 1/2, that is, for c = 0, 1 or 1/2.

**Distance from c.** The comparison holds beyond the slope, because

P(x) − c = (x−c)[1 + g x(1−x)].

For x in [0,1] and g ≥ 0 the bracket is positive and does not decrease as g increases, and 1/M ≤ 2 because M ≥ 1/2. Hence |C(x)−c| ≤ |H(x)−c|. The same argument compares any two gains 0 ≤ g ≤ g′: the larger one leaves x at least as far from c.

**Range.** For c in [0,1] and g ≥ 0, factor

P(x) = x[1 − g(1−x)(c−x)],
1 − P(x) = (1−x)[1 − g x(x−c)].

If gc > 1, the first bracket is negative for small x > 0. Exchanging x with 1−x and c with 1−c gives the matching condition for holes, so both gc ≤ 1 and g(1−c) ≤ 1 are necessary. They suffice, since on [0,1]

c − (1−x)(c−x) = x(1−x) + cx ≥ 0,
1−c − x(x−c) = (1−x)(1+x−c) ≥ 0.

Thus [0,1] is preserved exactly when gM ≤ 1: always for C, and only at c = 1/2 for H.

**Particle number.** Summing over occupations nᵢ gives

Σ P(nᵢ) = Σ nᵢ + g[Σ nᵢ²(1−nᵢ) − c Σ nᵢ(1−nᵢ)].

For g ≠ 0, the total is conserved exactly when c Σ nᵢ(1−nᵢ) = Σ nᵢ²(1−nᵢ).

In Lean, `gainStep g c x` is P(x), while `holeParticleStep` and `canonicalStep` are H and C. `slope_comparison` assumes `0 ≤ c` and `c ≤ 1`; its `HasDerivAt` clauses give the two derivatives at c, followed by the inequality and the equality cases. `MapsTo … (Icc 0 1) (Icc 0 1)` says that occupations in [0,1] stay there. The derivatives are taken with c held fixed, so the slopes do not include any change of c with the occupations; the number condition is a separate theorem.

```lean
import Mathlib

open Set

namespace HoleParticlePurification

noncomputable section

/-- One purification step of gain `g` with fixed point `c`, acting on an occupation `x`. -/
def gainStep (g c x : ℝ) : ℝ := x + g * (x * (1 - x) * (x - c))

/-- The hole-particle canonical purification step on an occupation `x`: the step of gain two. -/
def holeParticleStep (c x : ℝ) : ℝ := gainStep 2 c x

/-- The canonical purification step on an occupation `x`, given by one cubic polynomial
for `c < 1/2` and another for `c ≥ 1/2`. -/
def canonicalStep (c x : ℝ) : ℝ :=
  if c < 1 / 2 then ((1 - 2 * c) * x + (1 + c) * x ^ 2 - x ^ 3) / (1 - c)
  else ((1 + c) * x ^ 2 - x ^ 3) / c

/-- A step of nonzero gain conserves the total occupation exactly when `c` times the sum of
`n (1 - n)` equals the sum of `n ^ 2 (1 - n)`. -/
theorem sum_gainStep_eq_iff {ι : Type*} [Fintype ι] (n : ι → ℝ) {g : ℝ} (hg : g ≠ 0) (c : ℝ) :
    ∑ i, gainStep g c (n i) = ∑ i, n i ↔
      c * ∑ i, n i * (1 - n i) = ∑ i, n i ^ 2 * (1 - n i) := by
  have h : ∑ i, gainStep g c (n i) =
      ∑ i, n i + g * (∑ i, n i ^ 2 * (1 - n i) - c * ∑ i, n i * (1 - n i)) := by
    rw [Finset.mul_sum, ← Finset.sum_sub_distrib, Finset.mul_sum, ← Finset.sum_add_distrib]
    refine Finset.sum_congr rfl fun i _ => ?_
    unfold gainStep
    ring
  rw [h]
  constructor
  · intro h'
    have h0 : g * (∑ i, n i ^ 2 * (1 - n i) - c * ∑ i, n i * (1 - n i)) = 0 := by linarith
    have h1 := (mul_eq_zero.mp h0).resolve_left hg
    linarith
  · intro h'
    rw [h']
    ring

/-- The canonical step is the step whose gain is the inverse of the larger of `c` and `1 - c`. -/
theorem canonicalStep_eq (c : ℝ) : canonicalStep c = gainStep (max c (1 - c))⁻¹ c := by
  funext x
  unfold canonicalStep gainStep
  split_ifs with h
  · have hne : 1 - c ≠ 0 := by linarith
    rw [max_eq_right (by linarith : c ≤ 1 - c)]
    field_simp
    ring
  · have hne : c ≠ 0 := by
      intro h0
      apply h
      rw [h0]
      norm_num
    rw [max_eq_left (by linarith : 1 - c ≤ c)]
    field_simp
    ring

/-- At the point `c` the step of gain `g` has slope `1 + g c (1 - c)`. -/
theorem hasDerivAt_gainStep (g c : ℝ) :
    HasDerivAt (gainStep g c) (1 + g * (c * (1 - c))) c := by
  have hx := hasDerivAt_id' c
  have h := hx.fun_add (((hx.fun_mul (hx.const_sub 1)).fun_mul (hx.sub_const c)).const_mul g)
  exact h.congr_deriv (by ring)

/-- For `c` in `[0,1]` the hole-particle step has slope `1 + 2c(1-c)` at `c` and the canonical
step has slope `1 + min(c, 1-c)`; the first is at least the second, with equality exactly for
`c = 0`, `1/2` or `1`. -/
theorem slope_comparison {c : ℝ} (h0 : 0 ≤ c) (h1 : c ≤ 1) :
    HasDerivAt (holeParticleStep c) (1 + 2 * c * (1 - c)) c ∧
    HasDerivAt (canonicalStep c) (1 + min c (1 - c)) c ∧
    1 + min c (1 - c) ≤ 1 + 2 * c * (1 - c) ∧
    (1 + 2 * c * (1 - c) = 1 + min c (1 - c) ↔ c = 0 ∨ c = 1 / 2 ∨ c = 1) := by
  refine ⟨(hasDerivAt_gainStep 2 c).congr_deriv (by ring), ?_, ?_, ?_, ?_⟩
  · rw [canonicalStep_eq]
    refine (hasDerivAt_gainStep _ c).congr_deriv ?_
    -- the larger of c and 1 - c cancels from the product c (1 - c)
    congr 1
    rcases le_total c (1 - c) with hc | hc
    · have hne : 1 - c ≠ 0 := by linarith
      rw [max_eq_right hc, min_eq_left hc]
      field_simp
    · have hne : c ≠ 0 := by
        intro h
        linarith
      rw [max_eq_left hc, min_eq_right hc]
      field_simp
  · rcases le_total c (1 - c) with hc | hc
    · rw [min_eq_left hc]
      nlinarith [mul_nonneg h0 (by linarith : 0 ≤ 1 - 2 * c)]
    · rw [min_eq_right hc]
      nlinarith [mul_nonneg (by linarith : 0 ≤ 1 - c) (by linarith : 0 ≤ 2 * c - 1)]
  · intro h
    rcases le_total c (1 - c) with hc | hc
    · rw [min_eq_left hc] at h
      have h2 : c * (1 - 2 * c) = 0 := by linear_combination h
      rcases mul_eq_zero.mp h2 with h3 | h3
      · exact Or.inl h3
      · exact Or.inr (Or.inl (by linarith))
    · rw [min_eq_right hc] at h
      have h2 : (1 - c) * (2 * c - 1) = 0 := by linear_combination h
      rcases mul_eq_zero.mp h2 with h3 | h3
      · exact Or.inr (Or.inr (by linarith))
      · exact Or.inr (Or.inl (by linarith))
  · rintro (rfl | rfl | rfl) <;> norm_num

/-- Every occupation in `[0,1]` ends at least as far from `c` after a hole-particle step as after
a canonical step. -/
theorem canonical_distance_le (c : ℝ) {x : ℝ} (hx : x ∈ Icc (0 : ℝ) 1) :
    |canonicalStep c x - c| ≤ |holeParticleStep c x - c| := by
  have hM : 1 / 2 ≤ max c (1 - c) := by
    rcases le_total c (1 / 2) with h | h
    · exact le_max_of_le_right (by linarith)
    · exact le_max_of_le_left h
  have hpos : 0 < max c (1 - c) := by linarith
  have hi : 0 < (max c (1 - c))⁻¹ := inv_pos.mpr hpos
  -- the canonical gain never exceeds two
  have hm : (max c (1 - c))⁻¹ ≤ 2 := by
    have h1 := inv_mul_cancel₀ hpos.ne'
    have h2 := mul_nonneg hi.le (sub_nonneg.mpr hM)
    rw [mul_sub, h1] at h2
    linarith
  have ht : 0 ≤ x * (1 - x) := mul_nonneg hx.1 (sub_nonneg.mpr hx.2)
  have e : ∀ g, gainStep g c x - c = (x - c) * (1 + g * (x * (1 - x))) := by
    intro g
    unfold gainStep
    ring
  have ha : 0 ≤ 1 + (max c (1 - c))⁻¹ * (x * (1 - x)) :=
    add_nonneg zero_le_one (mul_nonneg hi.le ht)
  have hb : 0 ≤ 1 + 2 * (x * (1 - x)) := by linarith
  rw [canonicalStep_eq, holeParticleStep, e (max c (1 - c))⁻¹, e 2, abs_mul, abs_mul,
    abs_of_nonneg ha, abs_of_nonneg hb]
  have hmt := mul_le_mul_of_nonneg_right hm ht
  exact mul_le_mul_of_nonneg_left (by linarith) (abs_nonneg _)

/-- If a step of gain `g ≥ 0` with `c ≤ 1` makes no occupation in `[0,1]` negative,
then `g c ≤ 1`. -/
theorem gain_mul_le_one {g c : ℝ} (hg : 0 ≤ g) (hc : c ≤ 1)
    (h : ∀ x ∈ Icc (0 : ℝ) 1, 0 ≤ gainStep g c x) : g * c ≤ 1 := by
  by_contra hn
  have hlt : 1 < g * c := lt_of_not_ge hn
  have hne : g ≠ 0 := by
    intro h0
    rw [h0, zero_mul] at hlt
    linarith
  have hgc := mul_nonneg hg (sub_nonneg.mpr hc)
  -- a small test occupation that would be pushed below zero
  obtain ⟨x, hx⟩ : ∃ x, g * x = (g * c - 1) / 4 :=
    ⟨(g * c - 1) / 4 / g, mul_div_cancel₀ _ hne⟩
  have hx0 : 0 < x := by
    by_contra hx'
    have h2 := mul_nonneg hg (by linarith : 0 ≤ -x)
    linarith
  have hx1 : x ≤ 1 := by
    by_contra hx'
    have h2 := mul_nonneg hg (by linarith : 0 ≤ x - 1)
    linarith
  have key : 1 - g * ((1 - x) * (c - x)) < 0 := by
    nlinarith [mul_nonneg (mul_nonneg hg hx0.le) (sub_nonneg.mpr hc),
      mul_nonneg hg (sq_nonneg x)]
  have h1 := h x ⟨hx0.le, hx1⟩
  have h2 := mul_neg_of_pos_of_neg hx0 key
  have h3 : gainStep g c x = x * (1 - g * ((1 - x) * (c - x))) := by
    unfold gainStep
    ring
  linarith

/-- For `c` in `[0,1]`, a step of gain `g ≥ 0` keeps all occupations of `[0,1]` inside `[0,1]`
exactly when `g max(c, 1-c) ≤ 1`. -/
theorem mapsTo_gainStep_iff {g c : ℝ} (hg : 0 ≤ g) (h0 : 0 ≤ c) (h1 : c ≤ 1) :
    MapsTo (gainStep g c) (Icc 0 1) (Icc 0 1) ↔ g * max c (1 - c) ≤ 1 := by
  constructor
  · intro h
    have ha : g * c ≤ 1 := gain_mul_le_one hg h1 fun x hx => (h hx).1
    -- the upper bound is the lower bound for holes
    have hb : g * (1 - c) ≤ 1 := by
      refine gain_mul_le_one hg (by linarith) fun x hx => ?_
      have h2 := (h (⟨by linarith [hx.2], by linarith [hx.1]⟩ : 1 - x ∈ Icc (0 : ℝ) 1)).2
      have h3 : gainStep g (1 - c) x = 1 - gainStep g c (1 - x) := by
        unfold gainStep
        ring
      linarith
    rcases max_choice c (1 - c) with hm | hm <;> rw [hm] <;> assumption
  · intro h x hx
    have ha := (mul_le_mul_of_nonneg_left (le_max_left c (1 - c)) hg).trans h
    have hb := (mul_le_mul_of_nonneg_left (le_max_right c (1 - c)) hg).trans h
    have hx0 : 0 ≤ x := hx.1
    have hx1 : 0 ≤ 1 - x := sub_nonneg.mpr hx.2
    have hp : 0 ≤ 1 - g * ((1 - x) * (c - x)) := by
      have h2 := mul_nonneg hg (add_nonneg (mul_nonneg hx0 hx1) (mul_nonneg h0 hx0))
      linarith
    have hq : 0 ≤ 1 - g * (x * (x - c)) := by
      have h2 := mul_nonneg hg (mul_nonneg hx1 (by linarith : 0 ≤ 1 + x - c))
      linarith
    have h3 := mul_nonneg hx0 hp
    have h4 := mul_nonneg hx1 hq
    unfold gainStep
    constructor <;> linarith

/-- For `c` in `[0,1]` the canonical step keeps all occupations of `[0,1]` inside `[0,1]`, while
the hole-particle step does so only for `c = 1/2`. -/
theorem mapsTo_comparison {c : ℝ} (h0 : 0 ≤ c) (h1 : c ≤ 1) :
    MapsTo (canonicalStep c) (Icc 0 1) (Icc 0 1) ∧
    (MapsTo (holeParticleStep c) (Icc 0 1) (Icc 0 1) ↔ c = 1 / 2) := by
  have hl := le_max_left c (1 - c)
  have hr := le_max_right c (1 - c)
  have hpos : 0 < max c (1 - c) := by linarith
  constructor
  · rw [canonicalStep_eq]
    exact (mapsTo_gainStep_iff (inv_pos.mpr hpos).le h0 h1).mpr (inv_mul_cancel₀ hpos.ne').le
  · refine (mapsTo_gainStep_iff (by norm_num : (0 : ℝ) ≤ 2) h0 h1).trans ⟨fun h => ?_, fun h => ?_⟩
    · linarith
    · rw [h]
      norm_num

end

end HoleParticlePurification
```

```lean
#print axioms HoleParticlePurification.sum_gainStep_eq_iff
-- 'HoleParticlePurification.sum_gainStep_eq_iff' depends on axioms: [propext, Classical.choice, Quot.sound]
#print axioms HoleParticlePurification.slope_comparison
-- 'HoleParticlePurification.slope_comparison' depends on axioms: [propext, Classical.choice, Quot.sound]
#print axioms HoleParticlePurification.canonical_distance_le
-- 'HoleParticlePurification.canonical_distance_le' depends on axioms: [propext, Classical.choice, Quot.sound]
#print axioms HoleParticlePurification.mapsTo_comparison
-- 'HoleParticlePurification.mapsTo_comparison' depends on axioms: [propext, Classical.choice, Quot.sound]
```

`canonicalStep_eq` unifies the two branches by clearing denominators, and `hasDerivAt_gainStep` applies the product rule. `slope_comparison` splits at c = 1/2 with `le_total`, then factors the difference to find the equality cases. `canonical_distance_le` uses the factorisation of P(x)−c.

For the range, `gain_mul_le_one` argues by contradiction with a test occupation satisfying gx = (gc−1)/4. `mapsTo_gainStep_iff` adds the reflection to holes and proves sufficiency from the two factored forms; `mapsTo_comparison` inserts the two gains. `sum_gainStep_eq_iff` collects the sums and cancels g.

In linear-scaling electronic structure, the result describes a trade-off for a single exact step at fixed c: the hole-particle map separates occupations from c at least as strongly, but can push them outside [0,1]. It covers neither convergence over many steps nor errors from matrix truncation.
